# Truncating the Ising entropy at fourth order overestimates mean-field order

To estimate a magnetization below its ordering temperature, one often truncates the Landau free energy at fourth order, minimizes the polynomial, and reads off the order parameter from its coefficients. For the mean-field Ising model with spins $\pm1$ and no applied field, expanding the entropy in powers of the magnetization gives $M^2=3(J-T)/T$ in this way. The value is always too large, and the error can be bounded without solving the mean-field equation.

Here $T>0$ is the temperature in energy units, $J$ is the total coupling of one spin to its neighbours, and $m$ is a positive solution of

$$m=\tanh(Jm/T).$$

The result is

$$\frac{M^2}{1+M^2}<m^2<M^2 .$$

When a quartic free energy takes its coefficients from the expanded entropy of this model, these bounds limit the error that the truncation causes in the equilibrium magnetization at a given temperature below $J$. The choice of expansion matters. The function $Jx^2/2-T\log\cosh(Jx/T)$ has the same stationary points as the full mean-field free energy, but cutting it at fourth order gives the squared magnetization $3T^2(J-T)/J^3$, which is too small because $\tanh a>a-a^3/3$ for $a>0$. The text below treats the entropy expansion only.

## From the mixing entropy to the two bounds

Up to a constant, the mean-field free energy per spin at magnetization $x$ is

$$-\frac J2x^2+\frac T2\big[(1+x)\log(1+x)+(1-x)\log(1-x)\big].$$

Its stationary points solve the mean-field equation. Expanding the entropy term and keeping $N$ terms gives the Landau energy, of order $2N$ for $N\ge1$,

$$F_N(x)=-\frac J2x^2+T\sum_{k=0}^{N-1}\frac{x^{2k+2}}{(2k+1)(2k+2)} .$$

Differentiating term by term,

$$F_N'(x)=x\,\big(T\,S_N(x)-J\big),\qquad S_N(x)=\sum_{k=0}^{N-1}\frac{x^{2k}}{2k+1}.$$

**Inverting the equation.** Put $a=Jm/T$. This is the reduced field: the mean field $Jm$ that the neighbours exert on a spin, in energy units, divided by the temperature. Since $m=\tanh a$, we have $1+m=e^{a}/\cosh a$ and $1-m=e^{-a}/\cosh a$. The second quantity is positive, so $m<1$. Taking logarithms and subtracting,

$$\frac{2Jm}{T}=\log(1+m)-\log(1-m)=2\sum_{k\ge0}\frac{m^{2k+1}}{2k+1}.$$

**Lower bound on the field.** Every term is positive, so any partial sum is too small: $m\,S_N(m)<Jm/T$, hence $T\,S_N(m)<J$. Therefore $F_N'(m)<0$: each truncated energy still slopes downward at the mean-field order. If $\mu>0$ is a stationary point of $F_N$, then $T\,S_N(\mu)=J>T\,S_N(m)$. Since $S_N$ does not decrease for positive arguments, $\mu>m$.

**The quartic minimum.** For $N=2$, completing the square gives

$$F_2(x)=\frac{T-J}{2}x^2+\frac{T}{12}x^4=\frac T{12}\big[(x^2-M^2)^2-M^4\big].$$

For $T\le J$ this is smallest exactly when $x^2=M^2$. The lower bound with $N=2$ reads $1+m^2/3<J/T$, which is $m^2<M^2$.

**Upper bound on the field.** For $k\ge1$ we have $1/(2k+1)\le1/3$, strictly from $k=2$ on. Summing the geometric series,

$$\frac{Jm}{T}<m+\frac{m^3}{3(1-m^2)} .$$

Dividing by $m$, subtracting 1 and multiplying by 3 gives $M^2<m^2/(1-m^2)$. Hence $M^2(1-m^2)<m^2$, or $M^2<m^2(1+M^2)$, which is the remaining inequality.

**Saturation.** No magnetization can exceed 1, but $M^2>1$ means $3(J-T)>T$, that is, $T<3J/4$. Below that temperature the quartic value is unphysical.

## Half saturation, and the approach to the transition

Take $m=1/2$. Then $2J m/T=\log(3/2)-\log(1/2)=\log3$, so $J/T=\log 3\approx1.0986$ and $T\approx0.910\,J$. The quartic value is $M^2\approx0.2958$, and the bounds read $0.2283<0.25<0.2958$. In the magnetization itself, $M\approx0.544$ against $0.5$, an excess of about 9%.

The relative error $(M^2-m^2)/M^2$ is less than $M^2/(1+M^2)$. It vanishes as $T$ approaches $J$ from below, where $M^2\to0$.

## Truncated energies as finite sums

In Lean 4 with Mathlib:

```lean
import Mathlib

open Finset

namespace LandauTruncation

noncomputable section
```

The function `slopeSeries N x` is $S_N(x)$. The index set `range N` runs from $0$ to $N-1$.

```lean
/-- The first `N` terms of the series `1 + x²/3 + x⁴/5 + ⋯`. -/
def slopeSeries (N : ℕ) (x : ℝ) : ℝ :=
  ∑ k ∈ range N, x ^ (2 * k) / (2 * (k : ℝ) + 1)
```

`landauEnergy J T N x` is $F_N(x)$. All quantities are real numbers, and Boltzmann's constant is absorbed into $T$. The coefficients in the sum come from the Ising entropy; they are not free fitting parameters.

```lean
/-- Landau free energy, of order `2N` for `N ≥ 1`: the mean-field energy `-J x²/2` plus `T` times
the first `N` terms `x²/2 + x⁴/12 + ⋯` of the expanded Ising entropy term. -/
def landauEnergy (J T : ℝ) (N : ℕ) (x : ℝ) : ℝ :=
  -J / 2 * x ^ 2 +
    T * ∑ k ∈ range N, x ^ (2 * k + 2) / ((2 * (k : ℝ) + 1) * (2 * (k : ℝ) + 2))
```

`quarticOrderSq J T` is $M^2$, defined as a formula. Its meaning as the position of a minimum is established below.

```lean
/-- The formula `3(J - T)/T`, which for `0 < T ≤ J` is the squared order parameter of quartic Landau
theory. -/
def quarticOrderSq (J T : ℝ) : ℝ := 3 * (J - T) / T
```

The derivative is obtained term by term: the factor $2k+2$ from the power cancels the same factor in the denominator, and `Finset.mul_sum` pulls the common $x$ out of the sum.

```lean
/-- The slope of the truncated Landau energy is `x (T (1 + x²/3 + ⋯) - J)`, with `N` terms
in the inner sum. -/
theorem landauEnergy_hasDerivAt (J T : ℝ) (N : ℕ) (x : ℝ) :
    HasDerivAt (landauEnergy J T N) (x * (T * slopeSeries N x - J)) x := by
  have hk : ∀ k ∈ range N, HasDerivAt
      (fun y : ℝ => y ^ (2 * k + 2) / ((2 * (k : ℝ) + 1) * (2 * (k : ℝ) + 2)))
      (x * (x ^ (2 * k) / (2 * (k : ℝ) + 1))) x := by
    intro k _
    refine ((hasDerivAt_pow (2 * k + 2) x).div_const _).congr_deriv ?_
    have h1 : 2 * (k : ℝ) + 1 ≠ 0 := by positivity
    have h2 : 2 * (k : ℝ) + 2 ≠ 0 := by positivity
    have hi : (2 * (k : ℝ) + 1)⁻¹ * (2 * (k : ℝ) + 1) = 1 := inv_mul_cancel₀ h1
    have he : 2 * k + 2 - 1 = 2 * k + 1 := by omega
    rw [he, div_eq_iff (mul_ne_zero h1 h2)]
    push_cast
    linear_combination (-(x ^ (2 * k + 1) * (2 * (k : ℝ) + 2))) * hi
  have h2 : HasDerivAt (fun y : ℝ => y ^ 2) (2 * x) x := by
    simpa using hasDerivAt_pow 2 x
  have hs : ∑ k ∈ range N, x * (x ^ (2 * k) / (2 * (k : ℝ) + 1)) = x * slopeSeries N x := by
    rw [slopeSeries, Finset.mul_sum]
  refine ((h2.const_mul (-J / 2)).fun_add
    ((HasDerivAt.fun_sum hk).const_mul T)).congr_deriv ?_
  rw [hs]
  ring
```

## Two estimates of the reduced field

The next lemma inverts the hyperbolic tangent. Its steps `h1` and `h2` are the two exponential formulas for $1+m$ and $1-m$.

```lean
/-- A magnetization `m = tanh a` lies below saturation, and the reduced field `a` is
recovered from it by `2a = log(1 + m) - log(1 - m)`. -/
theorem field_of_order {m a : ℝ} (h : m = Real.tanh a) :
    m < 1 ∧ Real.log (1 + m) - Real.log (1 - m) = 2 * a := by
  have hc := Real.cosh_pos a
  have h1 : 1 + m = Real.exp a / Real.cosh a := by
    rw [h, Real.tanh_eq_sinh_div_cosh, ← Real.cosh_add_sinh, add_div, div_self hc.ne']
  have h2 : 1 - m = Real.exp (-a) / Real.cosh a := by
    rw [h, Real.tanh_eq_sinh_div_cosh, ← Real.cosh_sub_sinh, sub_div, div_self hc.ne']
  constructor
  · have : 0 < 1 - m := by
      rw [h2]
      exact div_pos (Real.exp_pos _) hc
    linarith
  · rw [h1, h2, Real.log_div (Real.exp_ne_zero _) hc.ne',
      Real.log_div (Real.exp_ne_zero _) hc.ne', Real.log_exp, Real.log_exp]
    ring
```

Mathlib supplies the logarithmic series as a convergent sum. The proof of the lower estimate compares the total with its first $N+1$ terms; the last of these is positive, which makes the inequality strict for the first $N$.

```lean
/-- For `0 < x < 1` the first `N` terms of `x + x³/3 + x⁵/5 + ⋯` add up to less than the reduced
field `(log(1 + x) - log(1 - x))/2`, for every `N`. -/
theorem truncated_field_lt {x : ℝ} (hx : 0 < x) (hx1 : x < 1) (N : ℕ) :
    2 * (x * slopeSeries N x) < Real.log (1 + x) - Real.log (1 - x) := by
  have hs := Real.hasSum_log_sub_log_of_abs_lt_one (abs_lt.2 ⟨by linarith, hx1⟩)
  have hle := sum_le_hasSum (range (N + 1)) (fun k _ => by positivity) hs
  rw [Finset.sum_range_succ] at hle
  -- the first omitted term is already positive
  have hpos : 0 < 2 * (1 / (2 * (N : ℝ) + 1)) * x ^ (2 * N + 1) := by positivity
  have heq : 2 * (x * slopeSeries N x) =
      ∑ k ∈ range N, 2 * (1 / (2 * (k : ℝ) + 1)) * x ^ (2 * k + 1) := by
    rw [slopeSeries, Finset.mul_sum, Finset.mul_sum]
    exact Finset.sum_congr rfl fun k _ => by ring
  linarith
```

For the upper estimate, the comparison series is $\tfrac{2x}{3}(x^2)^k$, with $\tfrac{4x}{3}$ added at $k=0$ so that the linear terms agree. The terms at $k=0$ and $k=1$ are equal in the two series. Strictness comes from $k=2$, which is why `hasSum_lt` is called with `i := 2`.

```lean
/-- For `0 < x < 1` the part of the reduced field `(log(1 + x) - log(1 - x))/2` beyond linear order
is less than `x³/(3(1 - x²))`. -/
theorem field_lt {x : ℝ} (hx : 0 < x) (hx1 : x < 1) :
    Real.log (1 + x) - Real.log (1 - x) < 2 * (x + x ^ 3 / (3 * (1 - x ^ 2))) := by
  have hx2 : x ^ 2 < 1 := by nlinarith
  have hne : 1 - x ^ 2 ≠ 0 := by linarith
  have hs := Real.hasSum_log_sub_log_of_abs_lt_one (abs_lt.2 ⟨by linarith, hx1⟩)
  -- geometric majorant, corrected in its zeroth term
  have hg := ((hasSum_geometric_of_lt_one (sq_nonneg x) hx2).mul_left (2 * x / 3)).add
    (hasSum_ite_eq (0 : ℕ) (4 * x / 3))
  have hlt := hasSum_lt (i := 2) (fun k => by
      rcases k with _ | k
      · show 2 * (1 / (2 * ((0 : ℕ) : ℝ) + 1)) * x ^ (2 * 0 + 1) ≤
          2 * x / 3 * (x ^ 2) ^ 0 + (if (0 : ℕ) = 0 then 4 * x / 3 else 0)
        rw [if_pos rfl, Nat.cast_zero]
        linarith
      · show 2 * (1 / (2 * ((k + 1 : ℕ) : ℝ) + 1)) * x ^ (2 * (k + 1) + 1) ≤
          2 * x / 3 * (x ^ 2) ^ (k + 1) + (if k + 1 = 0 then 4 * x / 3 else 0)
        have hc : 1 / (2 * ((k + 1 : ℕ) : ℝ) + 1) ≤ 1 / 3 := by
          apply one_div_le_one_div_of_le (by norm_num)
          push_cast
          linarith [(Nat.cast_nonneg k : (0 : ℝ) ≤ k)]
        have hp : 0 ≤ x * (x ^ 2) ^ (k + 1) := by positivity
        have e : x ^ (2 * (k + 1) + 1) = x * (x ^ 2) ^ (k + 1) := by
          rw [pow_succ, pow_mul, mul_comm]
        rw [if_neg (Nat.succ_ne_zero k), e]
        linarith [mul_le_mul_of_nonneg_right hc hp]) (by
      show 2 * (1 / (2 * ((2 : ℕ) : ℝ) + 1)) * x ^ (2 * 2 + 1) <
        2 * x / 3 * (x ^ 2) ^ 2 + (if (2 : ℕ) = 0 then 4 * x / 3 else 0)
      rw [if_neg (by norm_num), Nat.cast_ofNat]
      linarith [pow_pos hx 5]) hs hg
  have e : 2 * x / 3 * (1 - x ^ 2)⁻¹ + 4 * x / 3 =
      2 * (x + x ^ 3 / (3 * (1 - x ^ 2))) := by
    field_simp
    ring
  linarith
```

## Every truncation of the entropy series errs in the same direction

The hypothesis `h` is the mean-field equation, and `hm` selects an ordered solution. Combining the inverted equation with the lower estimate gives the negative slope at $m$.

```lean
/-- At a positive mean-field order parameter, for `T > 0`, the Landau energy truncated at
any order still slopes downward. -/
theorem landau_slope_neg {J T m : ℝ} (hT : 0 < T) (hm : 0 < m)
    (h : m = Real.tanh (J * m / T)) (N : ℕ) : deriv (landauEnergy J T N) m < 0 := by
  obtain ⟨h1, hlog⟩ := field_of_order h
  have hp := truncated_field_lt hm h1 N
  have hq : m * slopeSeries N m < J * m / T := by linarith
  rw [lt_div_iff₀ hT] at hq
  rw [(landauEnergy_hasDerivAt J T N m).deriv]
  linarith
```

The next theorem applies to every positive stationary point, whether or not it is a minimum. The proof assumes $\mu\le m$, uses the monotonicity of $S_N$ (`gcongr`), and contradicts the negative slope.

```lean
/-- For `T > 0`, every positive stationary point of the Landau energy, truncated at any
order, lies above every positive mean-field order parameter. -/
theorem truncation_overestimates {J T m μ : ℝ} (hT : 0 < T) (hm : 0 < m)
    (h : m = Real.tanh (J * m / T)) (N : ℕ) (hμ : 0 < μ)
    (hstat : deriv (landauEnergy J T N) μ = 0) : m < μ := by
  by_contra hc
  have hle : μ ≤ m := not_lt.mp hc
  have hneg := landau_slope_neg hT hm h N
  rw [(landauEnergy_hasDerivAt J T N _).deriv] at hneg hstat
  have h0 := (mul_eq_zero.mp hstat).resolve_left hμ.ne'
  -- the truncated series increases with the order parameter
  have hmono : slopeSeries N μ ≤ slopeSeries N m := by
    unfold slopeSeries
    gcongr
  have h1 := mul_le_mul_of_nonneg_left hmono hT.le
  have h2 : 0 ≤ m * (T * slopeSeries N m - J) := mul_nonneg hm.le (by linarith)
  linarith
```

For $N=0$ and $N=1$ the statement is true but empty, because $F_N'(x)$ is then $-Jx$ or $(T-J)x$, and an ordered solution forces $J>T$. The quartic energy is the first with a positive stationary point to compare.

## The quartic minimum and its error

The left side of the equivalence says that $M$ is a global minimizer of $F_2$, so both signs of $M$ are included. The identity `hid` is the completed square. One direction compares $M$ with $\sqrt{3(J-T)/T}$, the other uses that a square is nonnegative. For $T>J$ the minimum lies at zero while the formula is negative, hence the condition $T\le J$.

```lean
/-- For `0 < T ≤ J`, the global minimizers of the quartic Landau energy are exactly the
`M` with `M² = 3(J - T)/T`. -/
theorem quartic_minimizer_iff {J T : ℝ} (hT : 0 < T) (hTJ : T ≤ J) (M : ℝ) :
    (∀ x, landauEnergy J T 2 M ≤ landauEnergy J T 2 x) ↔ M ^ 2 = quarticOrderSq J T := by
  have hQ : T * quarticOrderSq J T = 3 * (J - T) := by
    rw [quarticOrderSq]
    field_simp
  have hQ0 : 0 ≤ quarticOrderSq J T :=
    div_nonneg (mul_nonneg (by norm_num) (by linarith)) hT.le
  -- complete the square
  have hid : ∀ x, landauEnergy J T 2 x =
      T / 12 * ((x ^ 2 - quarticOrderSq J T) ^ 2 - quarticOrderSq J T ^ 2) := by
    intro x
    simp only [landauEnergy, Finset.sum_range_succ, Finset.sum_range_zero]
    push_cast
    linear_combination (x ^ 2 / 6) * hQ
  constructor
  · intro h
    have h1 := h (Real.sqrt (quarticOrderSq J T))
    rw [hid M, hid (Real.sqrt _), Real.sq_sqrt hQ0] at h1
    have h2 := le_of_mul_le_mul_left h1 (by positivity)
    have h3 : (M ^ 2 - quarticOrderSq J T) ^ 2 = 0 :=
      le_antisymm (by linarith) (sq_nonneg _)
    exact sub_eq_zero.mp (pow_eq_zero_iff two_ne_zero |>.mp h3)
  · intro h x
    rw [hid M, hid x, h]
    linarith [mul_nonneg hT.le (sq_nonneg (x ^ 2 - quarticOrderSq J T))]
```

The two-sided bound needs only $T>0$ and a positive solution $m$; that $T<J$ then follows from $0<m^2<M^2$. The solution is a hypothesis here: its existence at each $T<J$ and its uniqueness call for a separate argument. In the proof, `hl` and `hu` are the two field estimates after division by $m$, and the last lines clear the denominators.

```lean
/-- For `T > 0`, a positive mean-field order parameter `m` and the quartic Landau value
`M² = 3(J - T)/T` satisfy `M²/(1 + M²) < m² < M²`. -/
theorem quartic_truncation_error {J T m : ℝ} (hT : 0 < T) (hm : 0 < m)
    (h : m = Real.tanh (J * m / T)) :
    quarticOrderSq J T / (1 + quarticOrderSq J T) < m ^ 2 ∧
      m ^ 2 < quarticOrderSq J T := by
  obtain ⟨h1, hlog⟩ := field_of_order h
  have hlow := truncated_field_lt hm h1 2
  have hup := field_lt hm h1
  have hd : 0 < 1 - m ^ 2 := by nlinarith
  have hQ : quarticOrderSq J T = 3 * (J / T - 1) := by
    rw [quarticOrderSq, mul_div_assoc, sub_div, div_self hT.ne']
  have hS : slopeSeries 2 m = 1 + m ^ 2 / 3 := by
    simp only [slopeSeries, Finset.sum_range_succ, Finset.sum_range_zero]
    push_cast
    ring
  have ha : J * m / T = m * (J / T) := by ring
  rw [hlog, ha] at hlow hup
  rw [hS] at hlow
  -- divide both field estimates by the order parameter
  have hl : 1 + m ^ 2 / 3 < J / T := lt_of_mul_lt_mul_left (by linarith) hm.le
  have he : m + m ^ 3 / (3 * (1 - m ^ 2)) = m * (1 + m ^ 2 / (3 * (1 - m ^ 2))) := by ring
  rw [he] at hup
  have hu : J / T < 1 + m ^ 2 / (3 * (1 - m ^ 2)) :=
    lt_of_mul_lt_mul_left (by linarith) hm.le
  have hu' : J / T - 1 < m ^ 2 / (3 * (1 - m ^ 2)) := by linarith
  rw [lt_div_iff₀ (by positivity)] at hu'
  have hupper : m ^ 2 < quarticOrderSq J T := by linarith
  refine ⟨?_, hupper⟩
  rw [div_lt_iff₀ (by linarith [sq_nonneg m]), hQ]
  linarith
```

The saturation criterion is a statement about the formula for $M^2$ alone and involves no solution $m$.

```lean
/-- For `T > 0`, the quartic Landau value of the squared order parameter exceeds the
saturation value `1` exactly when `T < 3J/4`. -/
theorem quartic_exceeds_saturation_iff {J T : ℝ} (hT : 0 < T) :
    1 < quarticOrderSq J T ↔ T < 3 * J / 4 := by
  rw [quarticOrderSq, lt_div_iff₀ hT]
  constructor <;> intro h <;> linarith
```

The final theorem provides an ordered state for every $J>0$, the half-saturated one computed above. From $e<3$ it follows that $\log3>1$, so the temperature lies below $J$. With $a=\tfrac12\log3$, the relations $e^{a}e^{a}=3$ and $e^{a}e^{-a}=1$ give $e^{a}=3e^{-a}$, and so $\tanh a=(3-1)/(3+1)=1/2$.

```lean
/-- For `J > 0`, the magnetization `m = 1/2` solves the mean-field equation at the
temperature `T = J / log 3`, which lies between `0` and `J`. -/
theorem orderedState_witness {J : ℝ} (hJ : 0 < J) :
    0 < J / Real.log 3 ∧ J / Real.log 3 < J ∧
      (1 / 2 : ℝ) = Real.tanh (J * (1 / 2) / (J / Real.log 3)) := by
  have hl : 1 < Real.log 3 :=
    (Real.lt_log_iff_exp_lt (by norm_num)).2 (by linarith [Real.exp_one_lt_d9])
  have hl0 : 0 < Real.log 3 := by linarith
  refine ⟨div_pos hJ hl0, div_lt_self hJ hl, ?_⟩
  have ha : J * (1 / 2) / (J / Real.log 3) = Real.log 3 / 2 := by
    field_simp
  have he : Real.exp (Real.log 3 / 2) * Real.exp (Real.log 3 / 2) = 3 := by
    rw [← Real.exp_add, add_halves, Real.exp_log (by norm_num)]
  have hf : Real.exp (Real.log 3 / 2) * Real.exp (-(Real.log 3 / 2)) = 1 := by
    rw [← Real.exp_add, add_neg_cancel, Real.exp_zero]
  have h3 : Real.exp (Real.log 3 / 2) = 3 * Real.exp (-(Real.log 3 / 2)) := by
    linear_combination Real.exp (-(Real.log 3 / 2)) * he - Real.exp (Real.log 3 / 2) * hf
  rw [ha, Real.tanh_eq_sinh_div_cosh, eq_div_iff (Real.cosh_pos _).ne',
    Real.sinh_eq, Real.cosh_eq]
  linarith

end

end LandauTruncation
```

```lean
#print axioms LandauTruncation.truncation_overestimates
#print axioms LandauTruncation.quartic_minimizer_iff
#print axioms LandauTruncation.quartic_truncation_error
#print axioms LandauTruncation.quartic_exceeds_saturation_iff
```

```
'LandauTruncation.truncation_overestimates' depends on axioms: [propext, Classical.choice, Quot.sound]
'LandauTruncation.quartic_minimizer_iff' depends on axioms: [propext, Classical.choice, Quot.sound]
'LandauTruncation.quartic_truncation_error' depends on axioms: [propext, Classical.choice, Quot.sound]
'LandauTruncation.quartic_exceeds_saturation_iff' depends on axioms: [propext, Classical.choice, Quot.sound]
```
